# Dimension of the singly occupied states annihilated by S₊

To count spin eigenfunctions of \(M\) singly occupied orbitals, we take abstract operators on a complex inner-product space `V` instead of explicit determinants.

In Lean 4 with Mathlib:

```lean
import Mathlib

open Module
open scoped InnerProductSpace

namespace SpinEigenfunctionCounting

variable {V : Type*} [NormedAddCommGroup V] [InnerProductSpace ℂ V]
variable {ι : Type*} [DecidableEq ι] {M k : ℕ}
```

`c i` creates and `a i` annihilates an electron in mode \(i\). The one-dimensional common kernel expresses a unique vacuum, with no further degrees of freedom.

```lean
/-- Fermionic modes: `c i` is adjoint to `a i`, the canonical anticommutation relations hold,
and the common kernel of all `a i` is one-dimensional. -/
structure IsFermiFock (a c : ι → Module.End ℂ V) : Prop where
  adj : ∀ i x y, ⟪c i x, y⟫_ℂ = ⟪x, a i y⟫_ℂ
  aa : ∀ i j w, a i (a j w) + a j (a i w) = 0
  cc : ∀ i j w, c i (c j w) + c j (c i w) = 0
  ac : ∀ i j w, a i (c j w) + c j (a i w) = if i = j then w else 0
  vac : finrank ℂ (⨅ i, LinearMap.ker (a i) : Submodule ℂ V) = 1
```

Write \(E_{ij}=c_ia_j\) (`hop`) and \(n_i=E_{ii}\).

```lean
/-- The one-particle operator `c i a j`; for `i = j` it is the occupation number of mode `i`. -/
def hop (a c : ι → Module.End ℂ V) (i j : ι) : Module.End ℂ V := c i * a j
```

An occupation pattern \(S\) fixes each \(n_i\) at 1 or 0.

```lean
/-- The states in which exactly the modes of `S` are occupied. -/
def occupied (a c : ι → Module.End ℂ V) (S : Finset ι) : Submodule ℂ V where
  carrier := {w | ∀ i, hop a c i i w = if i ∈ S then w else 0}
  zero_mem' := fun i => by simp
  add_mem' := fun {x y} hx hy i => by
    rw [map_add, hx i, hy i]; split_ifs <;> simp
  smul_mem' := fun z x hx i => by
    rw [map_smul, hx i]; split_ifs <;> simp
```

With \(k\) down spins, \(n_{p\uparrow}+n_{p\downarrow}=1\) and \(\sum_p n_{p\downarrow}=k\) on the state.

```lean
/-- The states with one electron in each of `M` orbitals and `k` down spins
(`true` is spin up, `false` is spin down). -/
def singlyOccupied (a c : Fin M × Bool → Module.End ℂ V) (k : ℕ) : Submodule ℂ V where
  carrier := {w | (∀ p, hop a c (p, true) (p, true) w + hop a c (p, false) (p, false) w = w) ∧
    ∑ p, hop a c (p, false) (p, false) w = (k : ℂ) • w}
  zero_mem' := by simp
  add_mem' := fun {x y} hx hy => ⟨fun p => by
    rw [map_add, map_add, add_add_add_comm, hx.1 p, hy.1 p], by
    simp only [map_add, Finset.sum_add_distrib, hx.2, hy.2, smul_add]⟩
  smul_mem' := fun z x hx => ⟨fun p => by
    rw [map_smul, map_smul, ← smul_add, hx.1 p], by
    simp only [map_smul, ← Finset.smul_sum, hx.2, smul_comm z]⟩
```

With \(\hbar=1\) and the same orthonormal spatial orbitals for both spins, \(S_+=\sum_p c_{p\uparrow}a_{p\downarrow}\) and \(S_-=S_+^\dagger\).

```lean
/-- The total spin ladder operators: `S₊` for `s = true` and `S₋` for `s = false`. -/
def ladder (a c : Fin M × Bool → Module.End ℂ V) (s : Bool) : Module.End ℂ V :=
  ∑ p, hop a c (p, s) (p, !s)
```

`highestSpin` means highest weight, not maximal total spin. Identifying these states with total spin \(M/2-k\) needs \(S^2=S_-S_++S_z(S_z+1)\) with \(S_z=M/2-k\), which is not formalised here.

```lean
/-- The singly occupied states with `k` down spins that `S₊` annihilates. -/
def highestSpin (a c : Fin M × Bool → Module.End ℂ V) (k : ℕ) : Submodule ℂ V :=
  singlyOccupied a c k ⊓ LinearMap.ker (ladder a c true)
```

Adjointness gives \(E_{ij}^\dagger=E_{ji}\).

```lean
/-- The adjoint of `c i a j` is `c j a i`. -/
theorem hop_adj {a c : ι → Module.End ℂ V} (h : IsFermiFock a c) (i j : ι) (x y : V) :
    ⟪hop a c i j x, y⟫_ℂ = ⟪x, hop a c j i y⟫_ℂ := by
  change ⟪c i (a j x), y⟫_ℂ = ⟪x, c j (a i y)⟫_ℂ
  rw [h.adj, ← inner_conj_symm x, h.adj, inner_conj_symm]
```

Here \(k\) is a mode, not the number of down spins. Since \(E_{ij}E_{kl}=\delta_{jk}E_{il}-c_ic_ka_ja_l\), and the quartic term is unchanged by exchanging the pairs,
\[[E_{ij},E_{kl}]=\delta_{jk}E_{il}-\delta_{li}E_{kj}.\]

```lean
/-- The commutator of two one-particle operators is again a one-particle operator. -/
theorem hop_comm {a c : ι → Module.End ℂ V} (h : IsFermiFock a c) (i j k l : ι) (w : V) :
    hop a c i j (hop a c k l w) = hop a c k l (hop a c i j w)
      + (if j = k then hop a c i l w else 0) - (if l = i then hop a c k j w else 0) := by
  change c i (a j (c k (a l w))) = c k (a l (c i (a j w)))
    + (if j = k then c i (a l w) else 0) - (if l = i then c k (a j w) else 0)
  rw [eq_sub_of_add_eq (h.ac j k (a l w)), eq_sub_of_add_eq (h.ac l i (a j w)), map_sub, map_sub,
    eq_neg_of_add_eq_zero_left (h.cc i k _), eq_neg_of_add_eq_zero_left (h.aa j l w)]
  split_ifs <;> simp only [map_neg, map_zero] <;> abel
```

Induct from the vacuum. For \(j\notin S\), \(c_j\) maps the states of pattern \(S\) to those of \(S\cup\{j\}\) and \(a_j\) maps back, with \(a_jc_j=1-n_j=1\) on pattern \(S\) and \(c_ja_j=1\) on \(S\cup\{j\}\), so both spaces have dimension one.

```lean
/-- Each occupation pattern belongs to exactly one state up to a factor. -/
theorem finrank_occupied {a c : ι → Module.End ℂ V} (h : IsFermiFock a c) (S : Finset ι) :
    finrank ℂ (occupied a c S) = 1 := by
  induction S using Finset.induction_on with
  | empty =>
    have e : occupied a c ∅ = ⨅ i, LinearMap.ker (a i) := by
      ext w
      simp only [Submodule.mem_iInf, LinearMap.mem_ker]
      refine ⟨fun hw i => ?_, fun hw i => by simp [hop, hw i]⟩
      have h0 : c i (a i w) = 0 := by simpa [hop] using hw i
      have h1 := h.adj i (a i w) w
      rw [h0, inner_zero_left] at h1
      exact inner_self_eq_zero.1 h1.symm
    rw [e, h.vac]
  | insert j S hj ih =>
    -- `c j` and `a j` are inverse to each other between the two patterns
    have h1 : ∀ w ∈ occupied a c S, c j w ∈ occupied a c (insert j S) := by
      intro w hw i
      have hi : c i (a i w) = if i ∈ S then w else 0 := hw i
      change c i (a i (c j w)) = _
      rw [eq_sub_of_add_eq (h.ac i j w), map_sub, eq_neg_of_add_eq_zero_left (h.cc i j _), hi]
      rcases eq_or_ne i j with rfl | e
      · simp [hj]
      · by_cases m : i ∈ S <;> simp [e, m]
    have h2 : ∀ w ∈ occupied a c (insert j S), a j w ∈ occupied a c S := by
      intro w hw i
      have hi : c i (a i w) = if i ∈ insert j S then w else 0 := hw i
      change c i (a i (a j w)) = _
      rw [eq_neg_of_add_eq_zero_left (h.aa i j w), map_neg,
        eq_sub_of_add_eq' (h.ac j i (a i w)), hi]
      rcases eq_or_ne i j with rfl | e
      · simp [hj]
      · by_cases m : i ∈ S <;> simp [e, e.symm, m]
    have h3 : ∀ w ∈ occupied a c (insert j S), c j (a j w) = w := fun w hw => by
      simpa [hop] using hw j
    have h4 : ∀ w ∈ occupied a c S, a j (c j w) = w := fun w hw => by
      have h0 : c j (a j w) = 0 := by simpa [hop, hj] using hw j
      simpa [h0] using h.ac j j w
    rw [← ih]
    exact (LinearEquiv.ofLinearMap (LinearMap.restrict (a j) h2) (LinearMap.restrict (c j) h1)
      (LinearMap.ext fun x => Subtype.ext (h4 x x.2))
      (LinearMap.ext fun x => Subtype.ext (h3 x x.2))).finrank_eq
```

Choosing the down-spin orbitals gives \(\binom Mk\) patterns, orthogonal because some \(n_{p\downarrow}\) differs. They span: split \(w=n_{p\downarrow}w+(1-n_{p\downarrow})w\), orbital by orbital.

```lean
/-- The singly occupied states with `k` down spins form a space of dimension `choose M k`. -/
theorem finrank_singlyOccupied {a c : Fin M × Bool → Module.End ℂ V} (h : IsFermiFock a c)
    (k : ℕ) : finrank ℂ (singlyOccupied a c k) = M.choose k := by
  classical
  let conf : Finset (Fin M) → Finset (Fin M × Bool) := fun A =>
    Finset.univ.filter fun i => (i.1 ∈ A ↔ i.2 = false)
  have hex : ∀ A, ∃ e ∈ occupied a c (conf A), e ≠ 0 ∧
      ∀ x ∈ occupied a c (conf A), ∃ z : ℂ, z • e = x := fun A => by
    obtain ⟨v, hv, hs⟩ := finrank_eq_one_iff'.1 (finrank_occupied h (conf A))
    exact ⟨v, v.2, by simpa using hv,
      fun x hx => (hs ⟨x, hx⟩).imp fun z hz => congrArg Subtype.val hz⟩
  choose e he h0 hs using hex
  let b : {A // A ∈ Finset.powersetCard k (Finset.univ : Finset (Fin M))} → V := fun A => e A
  -- different determinants are orthogonal
  have hli : LinearIndependent ℂ b := by
    refine linearIndependent_of_ne_zero_of_inner_eq_zero (𝕜 := ℂ) (fun A => h0 _) ?_
    intro A B hAB
    by_contra hne
    refine hAB (Subtype.ext (Finset.ext fun p => ?_))
    have hA : hop a c (p, false) (p, false) (b A) = if p ∈ A.1 then b A else 0 := by
      simpa [conf] using he A.1 (p, false)
    have hB : hop a c (p, false) (p, false) (b B) = if p ∈ B.1 then b B else 0 := by
      simpa [conf] using he B.1 (p, false)
    have hp := hop_adj h (p, false) (p, false) (b A) (b B)
    rw [hA, hB] at hp
    by_cases m : p ∈ A.1 <;> by_cases n : p ∈ B.1 <;> simp_all
  have hcomm : ∀ i j w, hop a c i i (hop a c j j w) = hop a c j j (hop a c i i w) := by
    intro i j w
    rcases eq_or_ne i j with rfl | hij
    · rfl
    · rw [hop_comm h]; simp [hij, hij.symm]
  have hidem : ∀ i w, hop a c i i (hop a c i i w) = hop a c i i w := by
    intro i w
    have h2 : a i (a i w) = 0 := by
      have h3 := h.aa i i w
      rw [← two_smul ℂ] at h3
      simpa using h3
    change c i (a i (c i (a i w))) = c i (a i w)
    rw [eq_sub_of_add_eq (h.ac i i (a i w)), h2]; simp
  -- every state splits into determinants, one orbital after the other
  have key : ∀ T : Finset (Fin M), ∀ w ∈ singlyOccupied a c k,
      (∀ p ∉ T, hop a c (p, false) (p, false) w = 0 ∨ hop a c (p, false) (p, false) w = w) →
      w ∈ Submodule.span ℂ (Set.range b) := by
    intro T
    induction T using Finset.induction_on with
    | empty =>
      rintro w ⟨w1, w2⟩ hw
      by_cases hw0 : w = 0
      · rw [hw0]; exact Submodule.zero_mem _
      obtain ⟨A, hA⟩ : ∃ A : Finset (Fin M), ∀ p,
          hop a c (p, false) (p, false) w = if p ∈ A then w else 0 := by
        refine ⟨Finset.univ.filter fun p => hop a c (p, false) (p, false) w = w, fun p => ?_⟩
        split_ifs with m
        · exact (Finset.mem_filter.1 m).2
        · exact (hw p (Finset.notMem_empty p)).resolve_right
            fun q => m (Finset.mem_filter.2 ⟨Finset.mem_univ p, q⟩)
      have hc : (A.card : ℂ) • w = (k : ℂ) • w := by
        rw [← w2, Finset.sum_congr rfl fun p _ => hA p]
        simp [Nat.cast_smul_eq_nsmul]
      have hck : A.card = k := by exact_mod_cast smul_left_injective ℂ hw0 hc
      have hm : w ∈ occupied a c (conf A) := by
        rintro ⟨p, s⟩
        have hp := w1 p
        rw [hA p] at hp
        cases s
        · rw [hA p]; simp [conf]
        · by_cases m : p ∈ A <;> simp_all [conf]
      obtain ⟨z, rfl⟩ := hs A w hm
      exact Submodule.smul_mem _ _ (Submodule.subset_span
        ⟨⟨A, Finset.mem_powersetCard.2 ⟨Finset.subset_univ A, hck⟩⟩, rfl⟩)
    | insert j T hj ih =>
      intro w hW hw
      obtain ⟨w1, w2⟩ := id hW
      have hn : hop a c (j, false) (j, false) w ∈ singlyOccupied a c k :=
        ⟨fun p => by rw [hcomm _ (j, false), hcomm _ (j, false), ← map_add, w1 p],
          (Finset.sum_congr rfl fun p _ => hcomm _ (j, false) w).trans
            (by rw [← map_sum, w2, map_smul])⟩
      rw [← add_sub_cancel (hop a c (j, false) (j, false) w) w]
      refine Submodule.add_mem _ (ih _ hn fun p hp => ?_)
        (ih _ (Submodule.sub_mem _ hW hn) fun p hp => ?_)
      · rcases eq_or_ne p j with rfl | hpj
        · exact Or.inr (hidem _ _)
        · rw [hcomm]
          rcases hw p (by simp [hpj, hp]) with q | q <;> simp [q]
      · rcases eq_or_ne p j with rfl | hpj
        · left; rw [map_sub, hidem, sub_self]
        · rw [map_sub, hcomm]
          rcases hw p (by simp [hpj, hp]) with q | q <;> simp [q]
  have hspan : singlyOccupied a c k = Submodule.span ℂ (Set.range b) := by
    refine le_antisymm (fun w hw => key Finset.univ w hw (by simp)) (Submodule.span_le.2 ?_)
    rintro _ ⟨⟨A, hA⟩, rfl⟩
    have hf : ∀ p, hop a c (p, false) (p, false) (e A) = if p ∈ A then e A else 0 := fun p => by
      simpa [conf] using he A (p, false)
    have ht : ∀ p, hop a c (p, true) (p, true) (e A) = if p ∈ A then 0 else e A := fun p => by
      simpa [conf] using he A (p, true)
    refine ⟨fun p => ?_, ?_⟩
    · change hop a c (p, true) (p, true) (e A) + hop a c (p, false) (p, false) (e A) = e A
      rw [hf, ht]; split_ifs <;> simp
    · change ∑ p, hop a c (p, false) (p, false) (e A) = (k : ℂ) • e A
      rw [Finset.sum_congr rfl fun p _ => hf p, ← (Finset.mem_powersetCard.1 hA).2]
      simp [Nat.cast_smul_eq_nsmul]
  rw [hspan, finrank_span_eq_card hli]
  simp
```

Summing commutators gives \([S_+,n_{q\downarrow}]=c_{q\uparrow}a_{q\downarrow}=-[S_+,n_{q\uparrow}]\).

```lean
/-- The commutator of a spin ladder operator with `c i a j` is the term with the spin of `i`
flipped, present if `i` has spin `!s`, minus the term with the spin of `j` flipped, present if `j`
has spin `s`. -/
theorem ladder_hop {a c : Fin M × Bool → Module.End ℂ V} (h : IsFermiFock a c) (s : Bool)
    (i j : Fin M × Bool) (w : V) :
    ladder a c s (hop a c i j w) = hop a c i j (ladder a c s w)
      + (if i.2 = !s then hop a c (i.1, s) j w else 0)
      - (if j.2 = s then hop a c i (j.1, !s) w else 0) := by
  have e : ∀ v, ladder a c s v = ∑ p, hop a c (p, s) (p, !s) v := by simp [ladder]
  rw [e, e, map_sum, Finset.sum_congr rfl fun p _ => hop_comm h (p, s) (p, !s) i j w]
  rcases i with ⟨p, t⟩
  rcases j with ⟨q, u⟩
  cases s <;> cases t <;> cases u <;> simp [Finset.sum_add_distrib, Finset.sum_sub_distrib]
```

So \(S_+\) preserves single occupation and removes one down spin; \(S_-\) adds one.

```lean
/-- On singly occupied states `S₊` removes one down spin and `S₋` adds one. -/
theorem ladder_mem {a c : Fin M × Bool → Module.End ℂ V} (h : IsFermiFock a c) (w : V) :
    (w ∈ singlyOccupied a c (k + 1) → ladder a c true w ∈ singlyOccupied a c k) ∧
    (w ∈ singlyOccupied a c k → ladder a c false w ∈ singlyOccupied a c (k + 1)) := by
  constructor
  · rintro ⟨w1, w2⟩
    have u := fun q => ladder_hop h true (q, true) (q, true) w
    have d := fun q => ladder_hop h true (q, false) (q, false) w
    simp at u d
    have e : ladder a c true w = ∑ q, hop a c (q, true) (q, false) w := by simp [ladder]
    refine ⟨fun q => ?_, ?_⟩
    · have hs := congrArg (ladder a c true) (w1 q)
      rw [map_add, u, d] at hs
      linear_combination (norm := module) hs
    · have hs := congrArg (ladder a c true) w2
      rw [map_sum, Finset.sum_congr rfl fun q _ => d q, Finset.sum_add_distrib, ← e,
        map_smul] at hs
      push_cast at hs
      linear_combination (norm := module) hs
  · rintro ⟨w1, w2⟩
    have u := fun q => ladder_hop h false (q, true) (q, true) w
    have d := fun q => ladder_hop h false (q, false) (q, false) w
    simp at u d
    have e : ladder a c false w = ∑ q, hop a c (q, false) (q, true) w := by simp [ladder]
    refine ⟨fun q => ?_, ?_⟩
    · have hs := congrArg (ladder a c false) (w1 q)
      rw [map_add, u, d] at hs
      linear_combination (norm := module) hs
    · have hs := congrArg (ladder a c false) w2
      rw [map_sum, Finset.sum_congr rfl fun q _ => d q, Finset.sum_sub_distrib, ← e,
        map_smul] at hs
      push_cast
      linear_combination (norm := module) hs
```

As \([S_+,S_-]=\sum_p(n_{p\uparrow}-n_{p\downarrow})=M-2k\) here,
\[\|S_-w\|^2=\langle w,S_+S_-w\rangle=\|S_+w\|^2+(M-2k)\|w\|^2.\]

```lean
/-- For a singly occupied state with `k` down spins, the squared norms of `S₋ w` and `S₊ w`
differ by `(M - 2k) ‖w‖²`. -/
theorem norm_sq_ladder {a c : Fin M × Bool → Module.End ℂ V} (h : IsFermiFock a c) {w : V}
    (hw : w ∈ singlyOccupied a c k) :
    ‖ladder a c false w‖ ^ 2 = ‖ladder a c true w‖ ^ 2 + ((M : ℝ) - 2 * k) * ‖w‖ ^ 2 := by
  obtain ⟨w1, w2⟩ := hw
  have e : ∀ v, ladder a c false v = ∑ q, hop a c (q, false) (q, true) v := by simp [ladder]
  have t : ∑ q, hop a c (q, true) (q, true) w = (M : ℂ) • w - (k : ℂ) • w := by
    rw [← w2, eq_sub_iff_add_eq, ← Finset.sum_add_distrib, Finset.sum_congr rfl fun q _ => w1 q]
    simp [Nat.cast_smul_eq_nsmul]
  have d := fun q => ladder_hop h true (q, false) (q, true) w
  simp at d
  have comm : ladder a c true (ladder a c false w)
      = ladder a c false (ladder a c true w) + ((M : ℂ) - 2 * k) • w := by
    rw [e w, map_sum, Finset.sum_congr rfl fun q _ => d q, Finset.sum_sub_distrib,
      Finset.sum_add_distrib, t, w2, ← e]
    module
  have adj : ∀ x y, ⟪ladder a c false x, y⟫_ℂ = ⟪x, ladder a c true y⟫_ℂ := by
    simp [ladder, hop_adj h]
  have hn : ∀ x : V, ((‖x‖ : ℝ) : ℂ) ^ 2 = ⟪x, x⟫_ℂ := fun x =>
    (inner_self_eq_norm_sq_to_K (𝕜 := ℂ) x).symm
  apply Complex.ofReal_injective
  push_cast
  rw [hn, hn, hn, adj, comm, inner_add_right, inner_smul_right, ← inner_conj_symm w, adj,
    inner_conj_symm]
```

Let \(1\le k\) and \(2k\le M+1\). At \(k-1\) down spins the factor \(M-2k+2\) is then positive, so \(S_-\) is injective, with image of dimension \(\binom M{k-1}\). For \(w\) with \(k\) down spins, \(\langle S_-v,w\rangle=\langle v,S_+w\rangle\) vanishes for all \(v\) exactly when \(S_+w=0\) (take \(v=S_+w\)). Among the states with \(k\) down spins, the kernel is therefore the image's orthogonal complement. For finite-dimensional `V`, subtracting the dimensions gives the count. The case \(k=0\), left out of the theorem, has only the all-up state, so its dimension is one.

```lean
/-- For `1 ≤ k` and `2k ≤ M + 1`, the singly occupied states of `M` orbitals with `k` down spins
and `S₊ w = 0` form a space of dimension `choose M k - choose M (k - 1)`. -/
theorem finrank_highestSpin [FiniteDimensional ℂ V] {a c : Fin M × Bool → Module.End ℂ V}
    (h : IsFermiFock a c) (hk : 1 ≤ k) (hM : 2 * k ≤ M + 1) :
    (finrank ℂ (highestSpin a c k) : ℤ) = M.choose k - M.choose (k - 1) := by
  obtain ⟨n, rfl⟩ : ∃ n, k = n + 1 := ⟨k - 1, by omega⟩
  let f := (ladder a c false).domRestrict (singlyOccupied a c n)
  -- `S₋` is injective on the states with one down spin fewer
  have hf : Function.Injective f := by
    refine (injective_iff_map_eq_zero f).2 fun w hw => Subtype.ext ?_
    have h0 : ladder a c false (w : V) = 0 := hw
    have h1 := norm_sq_ladder h w.2
    rw [h0, norm_zero] at h1
    have h2 : (0 : ℝ) < (M : ℝ) - 2 * n := by
      have h3 : 2 * n < M := by omega
      have h4 : (2 : ℝ) * n < M := by exact_mod_cast h3
      linarith
    have h5 : ‖(w : V)‖ ^ 2 = 0 := by
      nlinarith [sq_nonneg ‖ladder a c true (w : V)‖, sq_nonneg ‖(w : V)‖]
    exact norm_eq_zero.1 (pow_eq_zero_iff two_ne_zero |>.1 h5)
  have hle : LinearMap.range f ≤ singlyOccupied a c (n + 1) := by
    rintro _ ⟨w, rfl⟩
    exact (ladder_mem h (w : V)).2 w.2
  have adj : ∀ x y, ⟪ladder a c false x, y⟫_ℂ = ⟪x, ladder a c true y⟫_ℂ := by
    simp [ladder, hop_adj h]
  -- the kernel of `S₊` is the orthogonal complement of the image of `S₋`
  have heq : highestSpin a c (n + 1)
      = (LinearMap.range f)ᗮ ⊓ singlyOccupied a c (n + 1) := by
    ext w
    constructor
    · rintro ⟨hw, h0⟩
      refine ⟨(Submodule.mem_orthogonal _ _).2 ?_, hw⟩
      rintro _ ⟨v, rfl⟩
      change ⟪ladder a c false (v : V), w⟫_ℂ = 0
      rw [adj, LinearMap.mem_ker.1 h0, inner_zero_right]
    · rintro ⟨h0, hw⟩
      refine ⟨hw, LinearMap.mem_ker.2 (inner_self_eq_zero (𝕜 := ℂ).1 ?_)⟩
      rw [← adj]
      exact (Submodule.mem_orthogonal _ _).1 h0 _ ⟨⟨_, (ladder_mem h w).1 hw⟩, rfl⟩
  have hd := Submodule.finrank_add_inf_finrank_orthogonal hle
  rw [← heq, LinearMap.finrank_range_of_inj hf, finrank_singlyOccupied h,
    finrank_singlyOccupied h] at hd
  rw [Nat.add_sub_cancel]
  omega
```

For \(M=3\), \(k=1\), let \(D_p\) be \(S_-\)'s \(p\)-th term applied to \(|{\uparrow\uparrow\uparrow}\rangle\). Then \(S_+\sum_p x_pD_p=(x_1+x_2+x_3)|{\uparrow\uparrow\uparrow}\rangle\), leaving \(3-1=2\) dimensions: two doublets. In configuration interaction, for \(1\le k\le M/2\), the difference \(\binom Mk-\binom M{k-1}\) is the number of linearly independent spin-adapted functions of total spin \(M/2-k\), at one value of \(S_z\), for \(M\) singly occupied orbitals.

Pascal's rule and \(k\binom Mk=(M-k+1)\binom M{k-1}\) give a closed form.

```lean
/-- Closed form of the count for `1 ≤ k` and `2k ≤ M + 1`: the dimension times `M + 1` equals the
product `(M + 1 - 2k) * choose (M + 1) k`. -/
theorem finrank_highestSpin_closed [FiniteDimensional ℂ V]
    {a c : Fin M × Bool → Module.End ℂ V} (h : IsFermiFock a c) (hk : 1 ≤ k)
    (hM : 2 * k ≤ M + 1) :
    ((M : ℤ) + 1) * finrank ℂ (highestSpin a c k) = (M + 1 - 2 * k) * (M + 1).choose k := by
  rw [finrank_highestSpin h hk hM]
  obtain ⟨n, rfl⟩ : ∃ n, k = n + 1 := ⟨k - 1, by omega⟩
  have h1 := congrArg (Nat.cast : ℕ → ℤ) (Nat.choose_succ_right_eq M n)
  rw [Nat.cast_mul, Nat.cast_mul, Nat.cast_sub (by omega : n ≤ M)] at h1
  rw [Nat.add_sub_cancel, Nat.choose_succ_succ]
  push_cast at h1 ⊢
  linear_combination 2 * h1
```

One orbital on \(\mathbb C^4\) realises the assumed relations.

```lean
/-- Annihilation operators of one orbital on `ℂ⁴`, with basis empty, up, down, doubly occupied. -/
def orbA (i : Fin 1 × Bool) : Module.End ℂ (EuclideanSpace ℂ (Fin 4)) where
  toFun x := if i.2 then !₂[x 1, 0, x 3, 0] else !₂[x 2, -x 3, 0, 0]
  map_add' x y := by
    rcases i with ⟨p, _ | _⟩ <;> ext j <;> fin_cases j <;> simp [add_comm]
  map_smul' z x := by
    rcases i with ⟨p, _ | _⟩ <;> ext j <;> fin_cases j <;> simp

/-- Creation operators of one orbital on `ℂ⁴`, in the same basis. -/
def orbC (i : Fin 1 × Bool) : Module.End ℂ (EuclideanSpace ℂ (Fin 4)) where
  toFun x := if i.2 then !₂[0, x 0, 0, x 2] else !₂[0, 0, x 0, -x 1]
  map_add' x y := by
    rcases i with ⟨p, _ | _⟩ <;> ext j <;> fin_cases j <;> simp [add_comm]
  map_smul' z x := by
    rcases i with ⟨p, _ | _⟩ <;> ext j <;> fin_cases j <;> simp

/-- The operators of one orbital on `ℂ⁴` satisfy all the relations of fermionic modes. -/
theorem isFermiFock_witness : IsFermiFock orbA orbC where
  adj := by
    rintro ⟨p, _ | _⟩ x y <;> simp [orbA, orbC, PiLp.inner_apply, Fin.sum_univ_four]
  aa := by
    rintro ⟨p, _ | _⟩ ⟨q, _ | _⟩ w <;> ext j <;> fin_cases j <;> simp [orbA]
  cc := by
    rintro ⟨p, _ | _⟩ ⟨q, _ | _⟩ w <;> ext j <;> fin_cases j <;> simp [orbC]
  ac := by
    rintro ⟨p, s⟩ ⟨q, t⟩ w
    obtain rfl := Subsingleton.elim p q
    cases s <;> cases t <;> ext j <;> fin_cases j <;> simp [orbA, orbC]
  vac := by
    refine finrank_eq_one_iff'.2 ⟨⟨!₂[1, 0, 0, 0], ?_⟩, ?_, ?_⟩
    · refine (Submodule.mem_iInf _).2 ?_
      rintro ⟨p, _ | _⟩ <;> rw [LinearMap.mem_ker] <;> ext j <;> fin_cases j <;> simp [orbA]
    · intro h0
      have h1 := congrArg (fun v => v.1 0) h0
      simp at h1
    · rintro ⟨w, hw⟩
      have hu : orbA (0, true) w = 0 := (Submodule.mem_iInf _).1 hw (0, true)
      have hd : orbA (0, false) w = 0 := (Submodule.mem_iInf _).1 hw (0, false)
      have h1 : w 1 = 0 := by simpa [orbA] using congrArg (fun v => v 0) hu
      have h3 : w 3 = 0 := by simpa [orbA] using congrArg (fun v => v 2) hu
      have h2 : w 2 = 0 := by simpa [orbA] using congrArg (fun v => v 0) hd
      refine ⟨w 0, Subtype.ext ?_⟩
      ext j
      fin_cases j <;> simp [h1, h2, h3]

end SpinEigenfunctionCounting
```

```lean
#print axioms SpinEigenfunctionCounting.finrank_singlyOccupied
-- 'SpinEigenfunctionCounting.finrank_singlyOccupied' depends on axioms: [propext, Classical.choice, Quot.sound]
#print axioms SpinEigenfunctionCounting.finrank_highestSpin_closed
-- 'SpinEigenfunctionCounting.finrank_highestSpin_closed' depends on axioms: [propext, Classical.choice, Quot.sound]
```
